# Geometric convergence of the film excess free energy for surfaces that overlap the dominant transfer eigenvector

Subtracting the bulk part from the free energy of a film doesn't always leave a surface free energy. The remainder at one thickness can still contain an interaction between the two surfaces, of unknown size, and for some surface vectors it grows without bound as the film thickens. Let the transfer matrix T be symmetric, with a simple eigenvalue L > 0 that exceeds every other eigenvalue in modulus, and let v be its unit eigenvector. A nonzero overlap ⟨u,v⟩ of the surface vector u with v rules out this growth, and the interaction dies out as the film thickens. If all entries of T are positive, every surface vector with nonnegative entries that are not all zero has such an overlap. Let the bulk part be −ln L per transfer step, in units of the thermal energy. For nonzero overlap, the excess free energy of a film between two identical surfaces u then tends to −2 ln |⟨u,v⟩|, with a geometrically small error. This supports extrapolation in thickness for lattice models of films whose layers have finitely many states.

## The layer model

The finite type `n` lists the states of one layer. T is a real matrix on these states, and surfaces are real vectors that carry the boundary weights.

```lean
import Mathlib

open Matrix Filter Topology

namespace SurfaceTransferMatrix

noncomputable section

variable {n : Type*} [Fintype n] [DecidableEq n]
```

The assumptions on T are

Tv = Lv, L > 0, ⟨v,v⟩ = 1,

together with symmetry, simplicity of L, and |μ| < L for every other eigenvalue μ. Symmetry says that transfer looks the same in both directions. Simplicity and dominance stand for a single bulk state whose correlations die out from layer to layer. In Lean, `⬝ᵥ` is the scalar product and `*ᵥ` applies a matrix to a vector. The field `simple` says that every solution of Tw = Lw is a multiple of v. These properties are assumed of T, not derived from an interaction, and the lateral size of a layer stays fixed.

```lean
/-- The layer transfer matrix `T` is real symmetric, and `L > 0` is a simple eigenvalue with
unit eigenvector `v` that strictly exceeds every other eigenvalue in modulus. -/
structure IsDominant (T : Matrix n n ℝ) (L : ℝ) (v : n → ℝ) : Prop where
  symm : T.IsSymm
  pos : 0 < L
  unit : v ⬝ᵥ v = 1
  eigen : T *ᵥ v = L • v
  simple : ∀ w, T *ᵥ w = L • w → ∃ c : ℝ, w = c • v
  dominant : ∀ (μ : ℝ) (w : n → ℝ), w ≠ 0 → T *ᵥ w = μ • w → μ ≠ L → |μ| < L
```

For surfaces a and b separated by N transfer steps, the partition function is

Z(N) = ⟨a, Tᴺ b⟩.

```lean
/-- Partition function of a film with `N` transfer steps between the surfaces `a` and `b`. -/
def partitionFunction (T : Matrix n n ℝ) (a b : n → ℝ) (N : ℕ) : ℝ :=
  a ⬝ᵥ (T ^ N *ᵥ b)
```

In units of the thermal energy (Boltzmann constant times temperature), the free energy is −ln Z(N) and its bulk part is −N ln L. The excess is

F(N) = −ln Z(N) + N ln L.

N counts transfer steps, which fixes how much is assigned to the bulk.

```lean
/-- Reduced free energy of the film minus the bulk part `-N ln L`; it is meant for `L > 0` and
a positive partition function. -/
def excessFreeEnergy (T : Matrix n n ℝ) (L : ℝ) (a b : n → ℝ) (N : ℕ) : ℝ :=
  -Real.log (partitionFunction T a b N) + N * Real.log L
```

## Expansion in eigenvectors

If Tw = μw, then applying T repeatedly gives

Tᴺ w = μᴺ w,

by induction on N.

```lean
/-- Adding `N` layers multiplies an eigenvector of the transfer matrix by the `N`-th power of
its eigenvalue. -/
theorem pow_mulVec_eigen {T : Matrix n n ℝ} {μ : ℝ} {w : n → ℝ} (h : T *ᵥ w = μ • w)
    (N : ℕ) : T ^ N *ᵥ w = μ ^ N • w := by
  induction N with
  | zero => simp
  | succ N ih =>
    rw [pow_succ, ← Matrix.mulVec_mulVec, h, Matrix.mulVec_smul, ih, smul_smul, pow_succ,
      mul_comm]
```

A symmetric T has an orthonormal eigenbasis φᵢ with eigenvalues eᵢ. Inserting this complete set and moving Tᴺ to the left by symmetry gives

⟨a, Tᴺ b⟩ = Σᵢ ⟨a,φᵢ⟩⟨φᵢ, Tᴺ b⟩ = Σᵢ eᵢᴺ ⟨a,φᵢ⟩⟨φᵢ,b⟩.

In the proof, `sum_inner_mul_inner` supplies completeness and `hp` the symmetry of Tᴺ.

```lean
/-- For a symmetric transfer matrix the partition function is a sum over eigenvectors, each
weighted by a power of its eigenvalue and by its overlaps with the two surfaces. -/
theorem spectral_expansion {T : Matrix n n ℝ} (hT : T.IsSymm) :
    ∃ (e : n → ℝ) (φ : n → n → ℝ), (∀ i, φ i ≠ 0 ∧ T *ᵥ φ i = e i • φ i) ∧
      ∀ a b N, partitionFunction T a b N = ∑ i, e i ^ N * ((a ⬝ᵥ φ i) * (φ i ⬝ᵥ b)) := by
  have hH : T.IsHermitian := (Matrix.conjTranspose_eq_transpose_of_trivial T).trans hT
  have hin : ∀ x y : EuclideanSpace ℝ n, inner ℝ x y = x.ofLp ⬝ᵥ y.ofLp := by
    intro x y
    simp [PiLp.inner_apply, dotProduct, mul_comm]
  have heig : ∀ i, T *ᵥ (hH.eigenvectorBasis i).ofLp
      = hH.eigenvalues i • (hH.eigenvectorBasis i).ofLp := fun i =>
    hH.mulVec_eigenvectorBasis i
  refine ⟨hH.eigenvalues, fun i => (hH.eigenvectorBasis i).ofLp,
    fun i => ⟨fun h0 => ?_, heig i⟩, fun a b N => ?_⟩
  · apply hH.eigenvectorBasis.orthonormal.ne_zero i
    ext j
    exact congrFun h0 j
  · -- insert the complete set of eigenvectors to the left of `T ^ N`
    have hs := hH.eigenvectorBasis.sum_inner_mul_inner
      (WithLp.toLp 2 a) (WithLp.toLp 2 (T ^ N *ᵥ b))
    simp only [hin] at hs
    rw [partitionFunction, ← hs]
    refine Finset.sum_congr rfl fun i _ => ?_
    have hp : (T ^ N)ᵀ = T ^ N := by rw [Matrix.transpose_pow, hT.eq]
    rw [Matrix.dotProduct_mulVec, ← Matrix.mulVec_transpose, hp,
      pow_mulVec_eigen (heig i), smul_dotProduct, smul_eq_mul]
    ring
```

## The correction to the leading term

Each eigenvalue other than L has |eᵢ|/L < 1. Since there are finitely many, one q with 0 < q < 1 bounds all these ratios. The induction starts from 1/2 and takes maxima, so the q it constructs need not be the sharpest rate.

```lean
/-- Finitely many numbers below one have a common positive bound below one. -/
theorem exists_uniform_ratio (f : n → ℝ) (hf : ∀ i, f i < 1) :
    ∃ q : ℝ, 0 < q ∧ q < 1 ∧ ∀ i, f i ≤ q := by
  have key : ∀ s : Finset n, ∃ q : ℝ, 0 < q ∧ q < 1 ∧ ∀ i ∈ s, f i ≤ q := by
    intro s
    induction s using Finset.induction_on with
    | empty => exact ⟨1 / 2, by norm_num, by norm_num, by simp⟩
    | insert a s ha ih =>
      obtain ⟨q, h0, h1, hq⟩ := ih
      refine ⟨max q (f a), lt_max_of_lt_left h0, max_lt h1 (hf a), fun i hi => ?_⟩
      rcases Finset.mem_insert.1 hi with rfl | hi
      · exact le_max_right _ _
      · exact (hq i hi).trans (le_max_left _ _)
  obtain ⟨q, h0, h1, hq⟩ := key Finset.univ
  exact ⟨q, h0, h1, fun i => hq i (Finset.mem_univ i)⟩
```

Remove from b its component along v:

w = b − ⟨b,v⟩v, ⟨v,w⟩ = 0.

Since Tᴺ v = Lᴺ v,

Z(N) − Lᴺ ⟨a,v⟩⟨b,v⟩ = ⟨a, Tᴺ w⟩ = Σᵢ eᵢᴺ ⟨a,φᵢ⟩⟨φᵢ,w⟩.

If eᵢ = L, then φᵢ is parallel to v and its term vanishes. In all other terms |eᵢ| ≤ qL, so

|Z(N) − Lᴺ ⟨a,v⟩⟨b,v⟩| ≤ C (qL)ᴺ, C = Σᵢ |⟨a,φᵢ⟩⟨φᵢ,w⟩|.

The case split `by_cases hi : e i = L` separates the two kinds of term.

```lean
/-- With a dominant eigenvalue `L`, the partition function is `L ^ N` times the overlaps of the two
surfaces with `v`, up to an error of at most `C * (q * L) ^ N`, where `0 < q < 1`. -/
theorem partitionFunction_asymptotics {T : Matrix n n ℝ} {L : ℝ} {v : n → ℝ}
    (h : IsDominant T L v) (a b : n → ℝ) :
    ∃ q C : ℝ, 0 < q ∧ q < 1 ∧ ∀ N,
      |partitionFunction T a b N - L ^ N * ((a ⬝ᵥ v) * (b ⬝ᵥ v))| ≤ C * (q * L) ^ N := by
  obtain ⟨e, φ, hφ, hsum⟩ := spectral_expansion h.symm
  obtain ⟨q, hq0, hq1, hq⟩ := exists_uniform_ratio
    (fun i => if |e i| < L then |e i| / L else 0) (by
      intro i
      split_ifs with hi
      · exact (div_lt_one h.pos).2 hi
      · exact one_pos)
  -- remove from `b` its component along `v`
  obtain ⟨w, hw⟩ : ∃ w, w = b - (b ⬝ᵥ v) • v := ⟨_, rfl⟩
  have hvw : v ⬝ᵥ w = 0 := by
    rw [hw, dotProduct_sub, dotProduct_smul, h.unit, dotProduct_comm v b]
    simp
  have hsplit : ∀ N, partitionFunction T a b N - L ^ N * ((a ⬝ᵥ v) * (b ⬝ᵥ v))
      = partitionFunction T a w N := by
    intro N
    simp only [partitionFunction, hw, Matrix.mulVec_sub, Matrix.mulVec_smul,
      pow_mulVec_eigen h.eigen, dotProduct_sub, dotProduct_smul, smul_eq_mul]
    ring
  refine ⟨q, ∑ i, |(a ⬝ᵥ φ i) * (φ i ⬝ᵥ w)|, hq0, hq1, fun N => ?_⟩
  rw [hsplit, hsum, Finset.sum_mul]
  refine (Finset.abs_sum_le_sum_abs _ _).trans (Finset.sum_le_sum fun i _ => ?_)
  rw [abs_mul (e i ^ N), abs_pow, mul_comm (|e i| ^ N)]
  by_cases hi : e i = L
  · -- an eigenvector with eigenvalue `L` is parallel to `v` and does not see `w`
    obtain ⟨c, hc⟩ := h.simple (φ i) (by rw [(hφ i).2, hi])
    have h0 : φ i ⬝ᵥ w = 0 := by rw [hc, smul_dotProduct, hvw, smul_zero]
    rw [h0]
    simp
  · have hlt := h.dominant (e i) (φ i) (hφ i).1 (hφ i).2 hi
    have h1 := hq i
    simp only [if_pos hlt] at h1
    rw [div_le_iff₀ h.pos] at h1
    gcongr
```

## From the partition function to the free energy

For x > 0,

1 − 1/x ≤ ln x ≤ x − 1.

If |x − 1| ≤ 1/2, then 1/x ≤ 2, and hence 1/x − 1 = (1 − x)/x ≤ 2|x − 1|. Both bounds together give

|ln x| ≤ 2|x − 1|.

```lean
/-- Within distance one half of one, the logarithm is at most twice the distance to one. -/
theorem abs_log_le {x : ℝ} (hx : |x - 1| ≤ 1 / 2) : |Real.log x| ≤ 2 * |x - 1| := by
  have hl := (abs_le.1 hx).1
  have hx0 : 0 < x := by linarith
  have hinv : x⁻¹ ≤ 2 := by
    rw [inv_le_comm₀ hx0 two_pos]
    linarith
  have h1 : x⁻¹ - 1 ≤ 2 * |x - 1| := by
    calc x⁻¹ - 1 = (1 - x) * x⁻¹ := by rw [sub_mul, one_mul, mul_inv_cancel₀ hx0.ne']
      _ ≤ |x - 1| * x⁻¹ := mul_le_mul_of_nonneg_right
          (by linarith [neg_abs_le (x - 1)]) (inv_pos.2 hx0).le
      _ ≤ |x - 1| * 2 := mul_le_mul_of_nonneg_left hinv (abs_nonneg _)
      _ = 2 * |x - 1| := mul_comm _ _
  have h2 := Real.one_sub_inv_le_log_of_pos hx0
  have h3 := Real.log_le_sub_one_of_pos hx0
  exact abs_le.2 ⟨by linarith, by linarith [le_abs_self (x - 1), abs_nonneg (x - 1)]⟩
```

Let p = ⟨a,v⟩⟨b,v⟩ and assume p > 0. Define

x(N) = Z(N)/(Lᴺ p).

Dividing the previous estimate by Lᴺ p gives

|x(N) − 1| ≤ (C/p) qᴺ.

From some N₀ on, the right side is below 1/2. Then x(N) > 0, so Z(N) > 0, and

F(N) − (−ln |⟨a,v⟩| − ln |⟨b,v⟩|) = −ln x(N).

The logarithm bound limits the error to 2(C/p) qᴺ. The theorem states positivity of Z(N) along with the estimate because Lean's `Real.log` also returns values for arguments that are not positive. In the code, `hx` is the relative deviation, `hZ` the positivity and `hF` the identity for F(N).

```lean
/-- With a dominant eigenvalue and surface overlaps `⟨a,v⟩`, `⟨b,v⟩` of equal sign and nonzero,
the partition function of a thick film is positive and the excess free energy is a sum of one
term per surface, up to an error that decays geometrically with `N`. -/
theorem excessFreeEnergy_rate {T : Matrix n n ℝ} {L : ℝ} {v : n → ℝ}
    (h : IsDominant T L v) {a b : n → ℝ} (hab : 0 < (a ⬝ᵥ v) * (b ⬝ᵥ v)) :
    ∃ (q C : ℝ) (N₀ : ℕ), 0 < q ∧ q < 1 ∧ ∀ N ≥ N₀, 0 < partitionFunction T a b N ∧
      |excessFreeEnergy T L a b N - (-Real.log |a ⬝ᵥ v| - Real.log |b ⬝ᵥ v|)|
        ≤ C * q ^ N := by
  obtain ⟨q, C, hq0, hq1, hC⟩ := partitionFunction_asymptotics h a b
  have hα : a ⬝ᵥ v ≠ 0 := left_ne_zero_of_mul hab.ne'
  have hβ : b ⬝ᵥ v ≠ 0 := right_ne_zero_of_mul hab.ne'
  obtain ⟨p, hp⟩ : ∃ p, p = (a ⬝ᵥ v) * (b ⬝ᵥ v) := ⟨_, rfl⟩
  rw [← hp] at hab
  simp only [← hp] at hC
  have hlim := (tendsto_pow_atTop_nhds_zero_of_lt_one hq0.le hq1).const_mul (C / p)
  obtain ⟨N₀, hN₀⟩ := eventually_atTop.1
    (hlim.eventually_lt_const (by norm_num : C / p * 0 < 1 / 2))
  refine ⟨q, 2 * (C / p), N₀, hq0, hq1, fun N hN => ?_⟩
  have hLN : 0 < L ^ N := pow_pos h.pos N
  have hD : 0 < L ^ N * p := mul_pos hLN hab
  -- relative deviation from the leading term
  have hx : |partitionFunction T a b N / (L ^ N * p) - 1| ≤ C / p * q ^ N := by
    rw [div_sub_one hD.ne', abs_div, abs_of_pos hD, div_le_iff₀ hD]
    calc _ ≤ C * (q * L) ^ N := hC N
      _ = C / p * p * (q ^ N * L ^ N) := by rw [div_mul_cancel₀ _ hab.ne', mul_pow]
      _ = C / p * q ^ N * (L ^ N * p) := by ring
  have hhalf := hx.trans (hN₀ N hN).le
  have hZ : 0 < partitionFunction T a b N := by
    have hpos : 0 < partitionFunction T a b N / (L ^ N * p) := by
      linarith [(abs_le.1 hhalf).1]
    have hm := mul_pos hpos hD
    rwa [div_mul_cancel₀ _ hD.ne'] at hm
  refine ⟨hZ, ?_⟩
  have hlogp : Real.log p = Real.log |a ⬝ᵥ v| + Real.log |b ⬝ᵥ v| := by
    rw [hp, Real.log_mul hα hβ, Real.log_abs, Real.log_abs]
  have hF : excessFreeEnergy T L a b N - (-Real.log |a ⬝ᵥ v| - Real.log |b ⬝ᵥ v|)
      = -Real.log (partitionFunction T a b N / (L ^ N * p)) := by
    rw [Real.log_div hZ.ne' hD.ne', Real.log_mul hLN.ne' hab.ne', Real.log_pow, hlogp,
      excessFreeEnergy]
    ring
  rw [hF, abs_neg]
  linarith [abs_log_le hhalf]
```

For a = b = u, the condition p > 0 becomes ⟨u,v⟩² > 0, which is ⟨u,v⟩ ≠ 0. Therefore

F(N) → −2 ln |⟨u,v⟩|,

or −ln |⟨u,v⟩| per surface. The limit follows by squeezing the error between 0 and C qᴺ, where C now denotes the constant of the free-energy estimate.

```lean
/-- For two identical surfaces `u` with nonzero overlap with the dominant eigenvector `v`, the
excess free energy tends to `-2 ln |⟨u,v⟩|`, with an error at most `C q ^ N` for large `N`, where
`0 < q < 1`. -/
theorem identical_surfaces {T : Matrix n n ℝ} {L : ℝ} {v : n → ℝ}
    (h : IsDominant T L v) {u : n → ℝ} (hu : u ⬝ᵥ v ≠ 0) :
    Tendsto (excessFreeEnergy T L u u) atTop (𝓝 (-2 * Real.log |u ⬝ᵥ v|)) ∧
    ∃ (q C : ℝ) (N₀ : ℕ), 0 < q ∧ q < 1 ∧ ∀ N ≥ N₀, 0 < partitionFunction T u u N ∧
      |excessFreeEnergy T L u u N - (-2 * Real.log |u ⬝ᵥ v|)| ≤ C * q ^ N := by
  obtain ⟨q, C, N₀, hq0, hq1, hN⟩ := excessFreeEnergy_rate h (mul_self_pos.2 hu)
  have he : -Real.log |u ⬝ᵥ v| - Real.log |u ⬝ᵥ v| = -2 * Real.log |u ⬝ᵥ v| := by ring
  rw [he] at hN
  refine ⟨?_, q, C, N₀, hq0, hq1, hN⟩
  have hlim := (tendsto_pow_atTop_nhds_zero_of_lt_one hq0.le hq1).const_mul C
  rw [mul_zero] at hlim
  refine tendsto_iff_dist_tendsto_zero.2 (squeeze_zero' (Eventually.of_forall fun _ =>
    dist_nonneg) (eventually_atTop.2 ⟨N₀, fun N h' => ?_⟩) hlim)
  rw [Real.dist_eq]
  exact (hN N h').2
```

## A two-state layer

Let a and b now be positive weights for like and unlike neighbours, with T = (a b; b a). The uniform vector v = (1,1)/√2 has eigenvalue L = a + b. Adding the two rows of Tw = μw gives

(μ − a − b)(w₀ + w₁) = 0.

Any other eigenvalue thus needs w₁ = −w₀, so μ = a − b, and |a − b| < a + b. If μ = L, the first row gives w₁ = w₀, which is simplicity.

```lean
/-- A two-state layer with positive weights `a` for like and `b` for unlike neighbours has the
dominant eigenvalue `a + b`, with the uniform unit eigenvector. -/
theorem isDominant_witness {a b : ℝ} (ha : 0 < a) (hb : 0 < b) :
    IsDominant !![a, b; b, a] (a + b) (fun _ => (√2)⁻¹) := by
  have h2 : √2 ≠ 0 := by positivity
  have hsq : (√2)⁻¹ * (√2)⁻¹ = 1 / 2 := by
    rw [← mul_inv, Real.mul_self_sqrt (by norm_num)]
    norm_num
  refine ⟨?_, by positivity, ?_, ?_, fun w hw => ?_, fun μ w hw0 hw hμ => ?_⟩
  · ext i j
    fin_cases i <;> fin_cases j <;> rfl
  · simp only [dotProduct, Fin.sum_univ_two, hsq]
    norm_num
  · ext i
    fin_cases i <;> simp [Matrix.mulVec, dotProduct, Fin.sum_univ_two] <;> ring
  · have e0 := congrFun hw 0
    simp [Matrix.mulVec, dotProduct, Fin.sum_univ_two] at e0
    have e1 : w 1 = w 0 := mul_left_cancel₀ hb.ne' (by linarith)
    refine ⟨√2 * w 0, ?_⟩
    have e2 : √2 * w 0 * (√2)⁻¹ = w 0 := by
      rw [mul_right_comm, mul_inv_cancel₀ h2, one_mul]
    ext i
    fin_cases i
    · exact e2.symm
    · exact e1.trans e2.symm
  · have e0 := congrFun hw 0
    have e1 := congrFun hw 1
    simp [Matrix.mulVec, dotProduct, Fin.sum_univ_two] at e0 e1
    -- the eigenvector must be antisymmetric
    have hs : w 0 + w 1 = 0 := by
      refine (mul_eq_zero.1 (?_ : (μ - (a + b)) * (w 0 + w 1) = 0)).resolve_left
        (sub_ne_zero.2 hμ)
      linear_combination -e0 - e1
    have hw1 : w 1 = -w 0 := by linarith
    have hne : w 0 ≠ 0 := by
      intro h0
      apply hw0
      ext i
      fin_cases i
      · exact h0
      · exact hw1.trans (by rw [h0, neg_zero]; rfl)
    have hm : μ = a - b := by
      apply mul_right_cancel₀ hne
      linear_combination -e0 + b * hs
    rw [hm]
    exact abs_lt.2 ⟨by linarith, by linarith⟩
```

Take a = 2, b = 1 and u = (1,0). The eigenvalues are 3 and 1, and

Z(N) = (3ᴺ + 1)/2, F(N) = ln 2 − ln(1 + 3⁻ᴺ).

For N = 1, 2, 4 this gives F = 0.405, 0.588, 0.681, approaching ln 2 ≈ 0.693. The formula agrees, since ⟨u,v⟩ = 1/√2. Using the unnormalised eigenvector (1,1) in it would give 0 instead of ln 2; the field `unit` prevents this error.

The overlap condition matters already in this model. For 0 < b < a, the vector u = (1,−1) is orthogonal to v and has eigenvalue a − b, so

Z(N) = 2(a − b)ᴺ, F(N) = N[ln(a + b) − ln(a − b)] − ln 2.

The bracket is positive and F(N) diverges. With its negative entry, this u is an algebraic example and not a set of Boltzmann weights. Surface weights that are nonnegative and not all zero always overlap v in this model, because both entries of v are positive.

```lean
/-- For the two-state layer with `0 < b < a`, the surface vector `(1, -1)`, orthogonal to the
dominant eigenvector, has an excess free energy that grows without bound. -/
theorem orthogonal_surface_diverges {a b : ℝ} (hb : 0 < b) (hab : b < a) :
    Tendsto (excessFreeEnergy !![a, b; b, a] (a + b) ![1, -1] ![1, -1]) atTop atTop := by
  have he : !![a, b; b, a] *ᵥ ![1, -1] = (a - b) • ![1, -1] := by
    ext i
    fin_cases i <;> simp [Matrix.mulVec, dotProduct, Fin.sum_univ_two] <;> ring
  have hd : 0 < a - b := sub_pos.2 hab
  have hF : excessFreeEnergy !![a, b; b, a] (a + b) ![1, -1] ![1, -1]
      = fun N : ℕ => (N : ℝ) * (Real.log (a + b) - Real.log (a - b)) + -Real.log 2 := by
    funext N
    have hv : (![1, -1] : Fin 2 → ℝ) ⬝ᵥ ![1, -1] = 2 := by
      simp [dotProduct, Fin.sum_univ_two]
      norm_num
    rw [excessFreeEnergy, partitionFunction, pow_mulVec_eigen he, dotProduct_smul, hv,
      smul_eq_mul, Real.log_mul (pow_pos hd N).ne' two_ne_zero, Real.log_pow]
    ring
  rw [hF]
  have hlog := Real.log_lt_log hd (by linarith : a - b < a + b)
  exact tendsto_atTop_add_const_right _ _
    (tendsto_natCast_atTop_atTop.atTop_mul_const (sub_pos.2 hlog))

end

end SurfaceTransferMatrix
```

```lean
#print axioms SurfaceTransferMatrix.excessFreeEnergy_rate
-- 'SurfaceTransferMatrix.excessFreeEnergy_rate' depends on axioms: [propext, Classical.choice, Quot.sound]
#print axioms SurfaceTransferMatrix.identical_surfaces
-- 'SurfaceTransferMatrix.identical_surfaces' depends on axioms: [propext, Classical.choice, Quot.sound]
#print axioms SurfaceTransferMatrix.orthogonal_surface_diverges
-- 'SurfaceTransferMatrix.orthogonal_surface_diverges' depends on axioms: [propext, Classical.choice, Quot.sound]
```
